# For a nucleus shared equally by two sites, the harmonic Lamb-Mössbauer factor can be too large or too small

A Mössbauer nucleus sits in a cage with two equivalent off-centre positions, at +a and −a along the beam, and hops between them many times during the lifetime of its excited state. My simulation gives the variance of its position, which I put into the harmonic formula exp(−k² Var) to get the elastic fraction, k being the photon wavenumber. I know that this motion is not harmonic, but I had hoped that the error would at least have a fixed sign. Is the formula an upper bound here, or a lower one?

## For ka up to π: too large below a crossover, too small above it

It is neither. Write y = ka. The elastic factor is the squared modulus of the average of exp(ikx), and with probability 1/2 on each site that average is

½ exp(iy) + ½ exp(−iy) = cos y,

so the exact factor is cos² y. The mean position is 0 and the mean square is a², so the variance is a² and the harmonic formula gives exp(−y²).

For small y the harmonic value is too large. To see this, take

g(t) = exp(t²/2) cos t,
g′(t) = exp(t²/2) (t cos t − sin t).

For 0 < t < π/2 we have t < tan t and cos t > 0, hence t cos t < sin t and g′(t) < 0. Since g(0) = 1, it follows that g(y) < 1 for 0 < y ≤ π/2, that is,

cos y < exp(−y²/2).

Both sides are nonnegative, so squaring gives cos² y < exp(−y²).

For π/2 ≤ y ≤ π, consider the difference

D(y) = cos² y − exp(−y²).

Here cos y falls from 0 to −1, so cos² y rises, while exp(−y²) falls. D is therefore strictly increasing, from

D(π/2) = −exp(−π²/4) < 0

to

D(π) = 1 − exp(−π²) > 0.

It vanishes at exactly one point c, numerically about 1.78. The harmonic formula is too large for 0 < y < c, exact at y = c and too small for c < y ≤ π.

Both kinds of error recur at larger y. At y = nπ with n a nonzero integer, the two phases coincide and the exact factor is 1, while the Gaussian is below 1. At y = (2n+1)π/2 the phases cancel and the exact factor is 0, while the Gaussian is positive.

In a calculation like yours, the harmonic step is the one where the sampled positions are reduced to their variance. Averaging exp(ikx) over the same samples and taking the squared modulus avoids that step. The formula is also used in reverse, when a mean-square displacement is read from an elastic fraction f as −ln f / k². For y = 1 the exact factor is 0.292 and the harmonic one 0.368; the reverse reading then gives 1.23 a² where the variance is a². So in this one-dimensional model with two point sites, the harmonic f can err in either direction even when the variance is perfectly converged; which way depends on ka.

In the Lean file below, `p` and `x` list the occupation probabilities and positions over a finite set of sites, and `k` is the wavenumber. `elasticFactor` and `harmonicFactor` are defined for any such lists, the second through `positionVariance`, so both closed forms are derived from the same data. The definitions do not require `p` to be nonnegative or to sum to one; `equalOccupation`, which is 1/2 on each site, does both. It stands for the two equivalent sites of the question. `twoSites a` holds the positions `a` and `-a`.

The main theorem, `harmonic_error_changes_sign`, says that there is a number c with π/2 < c < π such that, for all real `k` and `a`, the harmonic factor is larger than, equal to or smaller than the elastic one according to whether 0 < ka < c, ka = c or c < ka ≤ π. Beyond π, `harmonic_underestimates` and `harmonic_misses_zeros` treat only the multiples of π and the half-odd multiples.

The model has no vibration about each site and no dynamics. The squared modulus of the average of exp(ikx) is the weight of the strictly elastic line. If hopping is slow compared with the nuclear lifetime, the hopping-broadened part merges with that line, and the observed fraction is larger, unless ka is a multiple of π and there is no broadened part.

```lean
import Mathlib

open Real Set

namespace MoessbauerTwoSite

noncomputable section

/-- The elastic factor of a nucleus found at position `x i` with probability `p i`:
the squared modulus of the average of `exp (i k x)`. -/
def elasticFactor {ι : Type*} [Fintype ι] (p x : ι → ℝ) (k : ℝ) : ℝ :=
  ‖∑ i, (p i : ℂ) * Complex.exp (((k * x i : ℝ) : ℂ) * Complex.I)‖ ^ 2

/-- The variance of the nuclear position, mean square minus squared mean. -/
def positionVariance {ι : Type*} [Fintype ι] (p x : ι → ℝ) : ℝ :=
  ∑ i, p i * x i ^ 2 - (∑ i, p i * x i) ^ 2

/-- The harmonic (Gaussian) estimate of the elastic factor, computed from the variance. -/
def harmonicFactor {ι : Type*} [Fintype ι] (p x : ι → ℝ) (k : ℝ) : ℝ :=
  exp (-(k ^ 2 * positionVariance p x))

/-- Equal occupation of two sites. -/
def equalOccupation : Fin 2 → ℝ := fun _ => 1 / 2

/-- The two sites `a` and `-a`. -/
def twoSites (a : ℝ) : Fin 2 → ℝ := ![a, -a]

/-- A nucleus occupying `a` and `-a` equally has elastic factor `cos² (k a)`. -/
theorem elasticFactor_twoSites (k a : ℝ) :
    elasticFactor equalOccupation (twoSites a) k = cos (k * a) ^ 2 := by
  -- the two phases are complex conjugates, so their average is a cosine
  have h : ∑ i, (equalOccupation i : ℂ) *
      Complex.exp (((k * twoSites a i : ℝ) : ℂ) * Complex.I) = ((cos (k * a) : ℝ) : ℂ) := by
    simp only [Fin.sum_univ_two, equalOccupation, twoSites, Matrix.cons_val_zero,
      Matrix.cons_val_one, Complex.exp_mul_I, mul_neg, Complex.ofReal_neg,
      Complex.cos_neg, Complex.sin_neg]
    push_cast
    ring
  rw [elasticFactor, h, Complex.norm_real, Real.norm_eq_abs, sq_abs]

/-- For the same nucleus the harmonic estimate is `exp (-(k a)²)`. -/
theorem harmonicFactor_twoSites (k a : ℝ) :
    harmonicFactor equalOccupation (twoSites a) k = exp (-(k * a) ^ 2) := by
  have h : positionVariance equalOccupation (twoSites a) = a ^ 2 := by
    simp only [positionVariance, Fin.sum_univ_two, equalOccupation, twoSites,
      Matrix.cons_val_zero, Matrix.cons_val_one]
    ring
  rw [harmonicFactor, h, mul_pow]

/-- The cosine lies strictly below the Gaussian `exp (-y²/2)` for `0 < y ≤ π/2`. -/
theorem cos_lt_gaussian {y : ℝ} (h0 : 0 < y) (h1 : y ≤ π / 2) :
    cos y < exp (-(y ^ 2 / 2)) := by
  have hd : ∀ x : ℝ, HasDerivAt (fun t : ℝ => exp (t ^ 2 / 2) * cos t)
      (exp (x ^ 2 / 2) * (x * cos x - sin x)) x := by
    intro x
    have hq : HasDerivAt (fun t : ℝ => t ^ 2 / 2) x x :=
      ((hasDerivAt_pow 2 x).div_const 2).congr_deriv (by norm_num)
    exact (hq.exp.fun_mul (Real.hasDerivAt_cos x)).congr_deriv (by ring)
  -- on [0, π/2] the ratio of cosine to Gaussian decreases, because x < tan x in the interior
  have hanti : StrictAntiOn (fun t : ℝ => exp (t ^ 2 / 2) * cos t) (Icc 0 (π / 2)) := by
    apply strictAntiOn_of_deriv_neg (convex_Icc 0 (π / 2))
    · exact fun x _ => (hd x).continuousAt.continuousWithinAt
    · intro x hx
      rw [interior_Icc] at hx
      have hc : 0 < cos x := cos_pos_of_mem_Ioo ⟨by linarith [hx.1, pi_pos], hx.2⟩
      have ht := Real.lt_tan hx.1 hx.2
      rw [Real.tan_eq_sin_div_cos, lt_div_iff₀ hc] at ht
      rw [(hd x).deriv]
      exact mul_neg_of_pos_of_neg (exp_pos _) (by linarith)
  have h : exp (y ^ 2 / 2) * cos y < exp ((0 : ℝ) ^ 2 / 2) * cos 0 :=
    hanti ⟨le_refl 0, by positivity⟩ ⟨h0.le, h1⟩ h0
  have hz : exp ((0 : ℝ) ^ 2 / 2) * cos 0 = 1 := by norm_num
  rw [hz] at h
  rw [Real.exp_neg, ← one_div, lt_div_iff₀ (exp_pos _), mul_comm]
  exact h

/-- For `0 < k a ≤ π/2` the harmonic formula overestimates the elastic factor of the
two-site nucleus. -/
theorem harmonic_overestimates {k a : ℝ} (h0 : 0 < k * a) (h1 : k * a ≤ π / 2) :
    elasticFactor equalOccupation (twoSites a) k
      < harmonicFactor equalOccupation (twoSites a) k := by
  rw [elasticFactor_twoSites, harmonicFactor_twoSites]
  have hc : 0 ≤ cos (k * a) := cos_nonneg_of_mem_Icc ⟨by linarith [pi_pos], h1⟩
  have he : exp (-(k * a) ^ 2) = exp (-((k * a) ^ 2 / 2)) ^ 2 := by
    rw [sq (exp _), ← Real.exp_add]
    congr 1
    ring
  rw [he]
  exact pow_lt_pow_left₀ (cos_lt_gaussian h0 h1) hc two_ne_zero

/-- When `k a` is a nonzero integer multiple of `π`, the elastic factor of the two-site
nucleus is one and the harmonic formula underestimates it. -/
theorem harmonic_underestimates {k a : ℝ} {n : ℤ} (hn : n ≠ 0) (h : k * a = n * π) :
    elasticFactor equalOccupation (twoSites a) k = 1 ∧
      harmonicFactor equalOccupation (twoSites a) k < 1 := by
  rw [elasticFactor_twoSites, harmonicFactor_twoSites, h]
  constructor
  · rw [Real.cos_sq', Real.sin_int_mul_pi]
    norm_num
  · have hy : (n : ℝ) * π ≠ 0 := mul_ne_zero (Int.cast_ne_zero.mpr hn) pi_ne_zero
    have hp : 0 < ((n : ℝ) * π) ^ 2 := by positivity
    exact Real.exp_lt_one_iff.mpr (by linarith)

/-- When `k a` is a half-odd multiple of `π`, the elastic factor of the two-site nucleus
vanishes while the harmonic formula gives a positive value. -/
theorem harmonic_misses_zeros {k a : ℝ} {n : ℤ} (h : k * a = (2 * n + 1) * π / 2) :
    elasticFactor equalOccupation (twoSites a) k = 0 ∧
      0 < harmonicFactor equalOccupation (twoSites a) k := by
  rw [elasticFactor_twoSites, harmonicFactor_twoSites]
  have hc : cos (k * a) = 0 := Real.cos_eq_zero_iff.mpr ⟨n, h⟩
  exact ⟨by rw [hc]; norm_num, exp_pos _⟩

/-- There is a crossover `c` between `π/2` and `π`: for the two-site nucleus the harmonic
formula is too large for `0 < k a < c`, exact at `k a = c`, and too small for
`c < k a ≤ π`. -/
theorem harmonic_error_changes_sign :
    ∃ c : ℝ, π / 2 < c ∧ c < π ∧ ∀ k a : ℝ,
      (0 < k * a → k * a < c → elasticFactor equalOccupation (twoSites a) k
        < harmonicFactor equalOccupation (twoSites a) k) ∧
      (k * a = c → elasticFactor equalOccupation (twoSites a) k
        = harmonicFactor equalOccupation (twoSites a) k) ∧
      (c < k * a → k * a ≤ π → harmonicFactor equalOccupation (twoSites a) k
        < elasticFactor equalOccupation (twoSites a) k) := by
  have hpi := pi_pos
  -- from π/2 to π the exact factor grows while the Gaussian keeps falling
  have hmono : ∀ x y : ℝ, π / 2 ≤ x → x < y → y ≤ π →
      cos x ^ 2 - exp (-x ^ 2) < cos y ^ 2 - exp (-y ^ 2) := by
    intro x y hx hxy hy
    have h1 : cos y < cos x := cos_lt_cos_of_nonneg_of_le_pi (by linarith) hy hxy
    have h2 : cos x ≤ 0 := cos_nonpos_of_pi_div_two_le_of_le hx (by linarith)
    have h3 : exp (-y ^ 2) < exp (-x ^ 2) := Real.exp_lt_exp.mpr (by nlinarith)
    nlinarith
  have hcont : ContinuousOn (fun y : ℝ => cos y ^ 2 - exp (-y ^ 2)) (Icc (π / 2) π) := by
    fun_prop
  have hl : cos (π / 2) ^ 2 - exp (-(π / 2) ^ 2) < 0 := by
    rw [cos_pi_div_two]
    linarith [exp_pos (-(π / 2) ^ 2)]
  have hr : 0 < cos π ^ 2 - exp (-π ^ 2) := by
    have hp : 0 < π ^ 2 := by positivity
    have he : exp (-π ^ 2) < 1 := Real.exp_lt_one_iff.mpr (by linarith)
    rw [cos_pi]
    linarith
  obtain ⟨c, ⟨hc1, hc2⟩, hc⟩ :=
    intermediate_value_Ioo (by linarith : π / 2 ≤ π) hcont ⟨hl, hr⟩
  have hc0 : cos c ^ 2 - exp (-c ^ 2) = 0 := hc
  refine ⟨c, hc1, hc2, fun k a => ⟨fun h0 h1 => ?_, fun h => ?_, fun h0 h1 => ?_⟩⟩
  · rcases le_total (k * a) (π / 2) with h | h
    · exact harmonic_overestimates h0 h
    · rw [elasticFactor_twoSites, harmonicFactor_twoSites]
      linarith [hmono (k * a) c h h1 hc2.le]
  · rw [elasticFactor_twoSites, harmonicFactor_twoSites, h]
    linarith
  · rw [elasticFactor_twoSites, harmonicFactor_twoSites]
    linarith [hmono c (k * a) hc1.le h0 h1]

end

end MoessbauerTwoSite
```

```lean
#print axioms MoessbauerTwoSite.harmonicFactor_twoSites
-- 'MoessbauerTwoSite.harmonicFactor_twoSites' depends on axioms: [propext, Classical.choice, Quot.sound]
#print axioms MoessbauerTwoSite.harmonic_underestimates
-- 'MoessbauerTwoSite.harmonic_underestimates' depends on axioms: [propext, Classical.choice, Quot.sound]
#print axioms MoessbauerTwoSite.harmonic_misses_zeros
-- 'MoessbauerTwoSite.harmonic_misses_zeros' depends on axioms: [propext, Classical.choice, Quot.sound]
#print axioms MoessbauerTwoSite.harmonic_error_changes_sign
-- 'MoessbauerTwoSite.harmonic_error_changes_sign' depends on axioms: [propext, Classical.choice, Quot.sound]
```

`elasticFactor_twoSites` writes each exponential as a cosine plus i times a sine; the sines cancel, and the norm of the remaining real number, squared, is cos²(ka). `harmonicFactor_twoSites` computes the variance a² and substitutes it.

`cos_lt_gaussian` is the argument with g. Its step `hd` supplies the derivative, `Real.lt_tan` gives t < tan t, and `strictAntiOn_of_deriv_neg` turns the negative derivative into strict decrease on [0, π/2]. Comparing the values at 0 and y gives the inequality. `harmonic_overestimates` then writes exp(−y²) as the square of exp(−y²/2) and squares both sides, using cos y ≥ 0.

In `harmonic_error_changes_sign`, `hmono` is the strict increase of D on [π/2, π], and `hl` and `hr` are its signs at the two ends. The intermediate value theorem, `intermediate_value_Ioo`, provides c. For 0 < ka < c the proof splits at π/2: below it, `harmonic_overestimates` applies, and above it, `hmono` compares ka with c. The same monotonicity settles c < ka ≤ π, and equality at c is the equation D(c) = 0.

The two theorems on special values insert sin(nπ) = 0 and cos((2n+1)π/2) = 0 into the closed forms. The condition `hn`, that n is nonzero, excludes ka = 0, where both factors equal 1.
